# Identical non-interacting fragments sharing one hole: strictly concave energies localize it, strictly convex ones spread it equally

The model describes each fragment by one real function $e$, where $e(x)$ is the energy of a fragment carrying the fraction $x$ of a hole: $x=0$ is the neutral fragment and $x=1$ the cation. All fragments have the same $e$, and the total energy is the sum of the fragment energies. This is the limit of large separation, with no electrostatic interaction and no electronic coupling between fragments. The shape of $e$ is assumed, not derived from a Hamiltonian or a density functional.

Within this non-interacting model, the convex case reproduces the delocalization error typical of semilocal density functionals, and the concave case the opposite preference for integer charges, typical of Hartree–Fock. The theorems identify the global energy minimizers; they do not say which solution an SCF iteration reaches.

## The energies

```lean
import Mathlib

open Finset

namespace HoleLocalization

noncomputable section

variable {ι : Type*} [Fintype ι]
```

The type `ι` is the finite set of fragment labels. Its number of elements, written `Fintype.card ι` in Lean, is called $N$ below.

```lean
/-- Energy of two distant fragments sharing one hole, with fractions `q` and `1 - q`. -/
def pairEnergy (e : ℝ → ℝ) (q : ℝ) : ℝ := e q + e (1 - q)
```

For two fragments, one number $q$ fixes the distribution, and the energy is
$$S(q)=e(q)+e(1-q).$$
In Lean, `e : ℝ → ℝ` is defined on the whole real line, but the theorems about minimizers use only its values on $[0,1]$.

```lean
/-- Energy of finitely many identical distant fragments, where fragment `i` carries
the fraction `q i` of a hole. -/
def fragmentEnergy (e : ℝ → ℝ) (q : ι → ℝ) : ℝ := ∑ i, e (q i)
```

For $N$ fragments, `q : ι → ℝ` is a vector with components $q_i$, and the energy is $E(q)=\sum_i e(q_i)$.

```lean
/-- A fragment energy with endpoint values `a`, `b` and constant curvature `κ` in the
hole fraction. -/
def quadraticEnergy (a b κ q : ℝ) : ℝ := (1 - q) * a + q * b - κ / 2 * (q * (1 - q))
```

This is a concrete fragment energy,
$$\varepsilon(q)=(1-q)a+qb-\tfrac{\kappa}{2}\,q(1-q),$$
with $\varepsilon(0)=a$, $\varepsilon(1)=b$ and $\varepsilon''=\kappa$. The difference $b-a$ is the ionization energy of a fragment. The constant $\kappa$ stands for the deviation from straight-line behaviour at fractional charge.

## The chord and its sum

```lean
/-- At a fractional hole charge, a strictly concave energy lies above the straight line
joining its values at zero and one hole. -/
theorem chord_lt {e : ℝ → ℝ} (he : StrictConcaveOn ℝ (Set.Icc 0 1) e) {q : ℝ}
    (h0 : 0 < q) (h1 : q < 1) : (1 - q) * e 0 + q * e 1 < e q := by
  have h := he.2 (show (0 : ℝ) ∈ Set.Icc (0 : ℝ) 1 by simp)
    (show (1 : ℝ) ∈ Set.Icc (0 : ℝ) 1 by simp) zero_ne_one (sub_pos.mpr h1) h0 (by ring)
  simp only [smul_eq_mul, mul_zero, mul_one, zero_add] at h
  exact h
```

The hypothesis `he` says that $e$ is strictly concave on `Set.Icc 0 1`, the closed interval $[0,1]$. For distinct points $x,y$ and positive weights $s+t=1$, this means
$$s\,e(x)+t\,e(y)<e(sx+ty).$$
Put $x=0$, $y=1$, $s=1-q$ and $t=q$. The result is
$$(1-q)e(0)+q\,e(1)<e(q)\qquad(0<q<1).$$
The proof does the same: `he.2` is the strict inequality, and `simp` tidies the products with 0 and 1.

```lean
/-- If the fragment energies are interpolated linearly between `a` and `b`, their sum is
the same for every distribution of one hole. -/
theorem chord_sum {q : ι → ℝ} (hq : ∑ i, q i = 1) (a b : ℝ) :
    ∑ i, ((1 - q i) * a + q i * b) = ((Fintype.card ι : ℝ) - 1) * a + b := by
  rw [Finset.sum_add_distrib, ← Finset.sum_mul, ← Finset.sum_mul,
    Finset.sum_sub_distrib, hq]
  simp
```

If every fragment energy is replaced by a straight line from $a$ to $b$, then
$$\sum_i\big[(1-q_i)a+q_ib\big]=\Big(N-\sum_i q_i\Big)a+\Big(\sum_i q_i\Big)b=(N-1)a+b.$$
Only $\sum_i q_i=1$ is used. The rewriting steps split the sum and pull out the constants.

## Whole or fractional charges

```lean
/-- A distribution of one hole either puts it entirely on one fragment or gives some
fragment a fractional charge. -/
theorem localized_or_fractional [DecidableEq ι] {q : ι → ℝ} (hq : q ∈ stdSimplex ℝ ι) :
    (∃ i, q = Pi.single i 1) ∨ ∃ i, 0 < q i ∧ q i < 1 := by
  have hs : ∑ j, q j = 1 := hq.2
  obtain ⟨i, _, hi⟩ := Finset.exists_ne_zero_of_sum_ne_zero
    (s := univ) (f := q) (by rw [hs]; exact one_ne_zero)
  have hpos : 0 < q i := lt_of_le_of_ne (hq.1 i) (Ne.symm hi)
  rcases (mem_Icc_of_mem_stdSimplex hq i).2.lt_or_eq with h | h
  · exact Or.inr ⟨i, hpos, h⟩
  · refine Or.inl ⟨i, funext fun j => ?_⟩
    by_cases hj : j = i
    · subst hj
      simp [h]
    · -- nothing is left for the other fragments
      have h1 := Finset.add_sum_erase univ q (mem_univ i)
      have h2 := Finset.single_le_sum (s := univ.erase i) (f := q)
        (fun k _ => hq.1 k) (Finset.mem_erase.mpr ⟨hj, mem_univ j⟩)
      have h3 : 0 ≤ q j := hq.1 j
      rw [Pi.single_eq_of_ne hj]
      linarith
```

The set `stdSimplex ℝ ι` contains the vectors with $q_i\ge 0$ and $\sum_i q_i=1$, that is, all distributions of one hole. `Pi.single i 1` is the vector with 1 at position $i$ and 0 elsewhere; call it $\delta^{(i)}$.

Since the components sum to 1, some $q_i$ is nonzero and therefore positive. It is also at most 1. If $q_i<1$, fragment $i$ has a fractional charge. If $q_i=1$, the other components are non-negative and sum to zero, so each vanishes and $q=\delta^{(i)}$. In Lean, `Finset.add_sum_erase` separates $q_i$ from the rest, `Finset.single_le_sum` bounds any other $q_j$ by that rest, and `linarith` concludes $q_j=0$.

## Concave energies on $N$ fragments

```lean
/-- For a strictly concave fragment energy, the minimizers over all distributions of one
hole are exactly those with the whole hole on a single fragment. -/
theorem minimizers_of_strictConcave [DecidableEq ι] {e : ℝ → ℝ}
    (he : StrictConcaveOn ℝ (Set.Icc 0 1) e) :
    {q ∈ stdSimplex ℝ ι | IsMinOn (fragmentEnergy e) (stdSimplex ℝ ι) q} =
      Set.range (fun i : ι => (Pi.single i 1 : ι → ℝ)) := by
  have hchord : ∀ x ∈ Set.Icc (0 : ℝ) 1, (1 - x) * e 0 + x * e 1 ≤ e x := by
    intro x hx
    rcases hx.1.eq_or_lt with h | h
    · rw [← h]; simp
    · rcases hx.2.eq_or_lt with h' | h'
      · rw [h']; simp
      · exact (chord_lt he h h').le
  -- the energy of a localized hole
  have hv : ∀ i : ι, fragmentEnergy e (Pi.single i 1 : ι → ℝ) =
      ((Fintype.card ι : ℝ) - 1) * e 0 + e 1 := by
    intro i
    rw [← chord_sum (single_mem_stdSimplex ℝ i).2 (e 0) (e 1)]
    refine Finset.sum_congr rfl fun j _ => ?_
    by_cases hj : j = i
    · subst hj; simp
    · simp [Pi.single_eq_of_ne hj]
  ext q
  constructor
  · rintro ⟨hq, hmin⟩
    rcases localized_or_fractional hq with ⟨i, hi⟩ | ⟨i, h0, h1⟩
    · exact ⟨i, hi.symm⟩
    · -- a fractional charge costs energy
      have hlt : ((Fintype.card ι : ℝ) - 1) * e 0 + e 1 < fragmentEnergy e q := by
        rw [← chord_sum hq.2 (e 0) (e 1)]
        exact Finset.sum_lt_sum
          (fun j _ => hchord _ (mem_Icc_of_mem_stdSimplex hq j))
          ⟨i, mem_univ i, chord_lt he h0 h1⟩
      have hle := isMinOn_iff.mp hmin _ (single_mem_stdSimplex ℝ i)
      rw [hv i] at hle
      exact absurd hlt (not_lt_of_ge hle)
  · rintro ⟨i, rfl⟩
    refine ⟨single_mem_stdSimplex ℝ i, isMinOn_iff.mpr fun p hp => ?_⟩
    change fragmentEnergy e (Pi.single i 1 : ι → ℝ) ≤ fragmentEnergy e p
    rw [hv i, ← chord_sum hp.2 (e 0) (e 1)]
    exact Finset.sum_le_sum fun j _ => hchord _ (mem_Icc_of_mem_stdSimplex hp j)
```

The left side of the equation is the set of distributions that minimize $E$ over all distributions; `IsMinOn` means a global minimum on the given set. The right side is the set of all $\delta^{(i)}$. Equality of the two sets says that the localized distributions are minimizers and that there are no others.

By hand, let $\ell(x)=(1-x)e(0)+x\,e(1)$ be the chord. Then $\ell\le e$ on $[0,1]$, with equality at the endpoints and strict inequality between them. A localized hole has energy
$$E(\delta^{(i)})=(N-1)e(0)+e(1).$$
For any distribution $q$, the chord sum gives
$$E(q)\ge\sum_i\ell(q_i)=(N-1)e(0)+e(1),$$
so every $\delta^{(i)}$ is a minimizer. If $q$ is not localized, some $q_i$ is fractional, the inequality is strict, and $q$ is not a minimizer.

In the proof, `hchord` is $\ell\le e$ and `hv` is the localized energy. After `ext q`, the two inclusions are shown separately: `Finset.sum_lt_sum` excludes fractional charges, and `Finset.sum_le_sum` shows that localized holes are minimizers.

## Convex energies on $N$ fragments

```lean
/-- For a strictly convex fragment energy, the only minimizer over all distributions of
one hole is the one that spreads it equally over all fragments. -/
theorem minimizers_of_strictConvex [Nonempty ι] {e : ℝ → ℝ}
    (he : StrictConvexOn ℝ (Set.Icc 0 1) e) :
    {q ∈ stdSimplex ℝ ι | IsMinOn (fragmentEnergy e) (stdSimplex ℝ ι) q} =
      {fun _ => (Fintype.card ι : ℝ)⁻¹} := by
  have hN : (0 : ℝ) < Fintype.card ι := by exact_mod_cast Fintype.card_pos
  have hu : (fun _ : ι => (Fintype.card ι : ℝ)⁻¹) ∈ stdSimplex ℝ ι :=
    ⟨fun _ => (inv_pos.mpr hN).le, by simp [hN.ne']⟩
  -- Jensen's inequality with equal weights, and its equality case
  have key : ∀ q ∈ stdSimplex ℝ ι, q ≠ (fun _ => (Fintype.card ι : ℝ)⁻¹) →
      fragmentEnergy e (fun _ : ι => (Fintype.card ι : ℝ)⁻¹) < fragmentEnergy e q := by
    intro q hq hne
    have hs : ∑ j, q j = 1 := hq.2
    have hw : ∑ _i : ι, (Fintype.card ι : ℝ)⁻¹ = 1 := hu.2
    have hle := he.convexOn.map_sum_le (t := univ)
      (w := fun _ : ι => (Fintype.card ι : ℝ)⁻¹) (p := q)
      (fun _ _ => (inv_pos.mpr hN).le) hw (fun i _ => mem_Icc_of_mem_stdSimplex hq i)
    have heq := he.map_sum_eq_iff (t := univ)
      (w := fun _ : ι => (Fintype.card ι : ℝ)⁻¹) (p := q)
      (fun _ _ => inv_pos.mpr hN) hw (fun i _ => mem_Icc_of_mem_stdSimplex hq i)
    simp only [smul_eq_mul, ← Finset.mul_sum, hs, mul_one] at hle heq
    have hlt := lt_of_le_of_ne hle
      (fun h => hne (funext fun j => heq.mp h j (mem_univ j)))
    have hmul := mul_lt_mul_of_pos_left hlt hN
    rw [mul_inv_cancel_left₀ hN.ne'] at hmul
    simpa [fragmentEnergy] using hmul
  ext q
  constructor
  · rintro ⟨hq, hmin⟩
    by_contra hne
    exact absurd (key q hq hne) (not_lt_of_ge (isMinOn_iff.mp hmin _ hu))
  · rintro rfl
    refine ⟨hu, isMinOn_iff.mpr fun p hp => ?_⟩
    by_cases h : p = fun _ => (Fintype.card ι : ℝ)⁻¹
    · rw [h]
    · exact (key p hp h).le
```

Here `[Nonempty ι]` requires at least one fragment, and the only minimizer is the uniform distribution $q_i=1/N$. Jensen's inequality with equal weights $1/N$ gives
$$e\Big(\tfrac1N\Big)=e\Big(\sum_i\tfrac1N q_i\Big)\le\tfrac1N\sum_i e(q_i).$$
For strictly convex $e$, equality holds only if every $q_i$ equals the mean $1/N$. Multiplying by $N$ gives $N\,e(1/N)<E(q)$ for every other distribution.

The lemma `map_sum_le` supplies the inequality and `map_sum_eq_iff` its equality case; together they give the strict inequality `key`, from which both inclusions follow. For $N=1$ there is only one distribution, and it is both localized and uniform.

## The straight line and the need for strictness

```lean
/-- If the fragment energy is linear between zero and one hole, all distributions of one
hole have the same energy. -/
theorem degenerate_of_linear {e : ℝ → ℝ}
    (he : ∀ x ∈ Set.Icc (0 : ℝ) 1, e x = (1 - x) * e 0 + x * e 1)
    {q : ι → ℝ} (hq : q ∈ stdSimplex ℝ ι) :
    fragmentEnergy e q = ((Fintype.card ι : ℝ) - 1) * e 0 + e 1 := by
  rw [← chord_sum hq.2 (e 0) (e 1)]
  exact Finset.sum_congr rfl fun i _ => he _ (mem_Icc_of_mem_stdSimplex hq i)
```

If $e=\ell$ on $[0,1]$, the chord sum is the energy itself, so $E(q)=(N-1)e(0)+e(1)$ for every distribution. The proof replaces each term by its chord value.

This also shows what fails when "strictly" is dropped from the hypotheses. The function $e(x)=x$ is both concave and convex, but for two fragments $S(q)=q+(1-q)=1$. Then $q=0.3$ is a minimizer, although it is neither an endpoint nor $1/2$.

## Two fragments

```lean
/-- Two fragments with a strictly concave energy: the minimizers are exactly `q = 0` and
`q = 1`, the hole localized on one fragment. -/
theorem pair_minimizers_of_strictConcave {e : ℝ → ℝ}
    (he : StrictConcaveOn ℝ (Set.Icc 0 1) e) :
    {q ∈ Set.Icc (0 : ℝ) 1 | IsMinOn (pairEnergy e) (Set.Icc 0 1) q} = {0, 1} := by
  have h0 : pairEnergy e 0 = e 0 + e 1 := by simp [pairEnergy]
  have h1 : pairEnergy e 1 = e 0 + e 1 := by simp [pairEnergy, add_comm]
  have key : ∀ q ∈ Set.Icc (0 : ℝ) 1, q = 0 ∨ q = 1 ∨ e 0 + e 1 < pairEnergy e q := by
    intro q hq
    rcases hq.1.eq_or_lt with h | h
    · exact Or.inl h.symm
    · rcases hq.2.eq_or_lt with h' | h'
      · exact Or.inr (Or.inl h')
      · -- add the chord bounds of the two fragments
        have ha := chord_lt he h h'
        have hb := chord_lt he (sub_pos.mpr h') (by linarith : 1 - q < 1)
        refine Or.inr (Or.inr ?_)
        unfold pairEnergy
        linarith
  have hlow : ∀ q ∈ Set.Icc (0 : ℝ) 1, e 0 + e 1 ≤ pairEnergy e q := by
    intro q hq
    rcases key q hq with rfl | rfl | h
    · exact h0.ge
    · exact h1.ge
    · exact h.le
  ext q
  constructor
  · rintro ⟨hq, hmin⟩
    rcases key q hq with h | h | h
    · exact Or.inl h
    · exact Or.inr h
    · have hle := isMinOn_iff.mp hmin 0 (by simp)
      linarith
  · rintro (rfl | rfl)
    · exact ⟨by simp, isMinOn_iff.mpr fun p hp => h0.le.trans (hlow p hp)⟩
    · exact ⟨by simp, isMinOn_iff.mpr fun p hp => h1.le.trans (hlow p hp)⟩
```

For strictly concave $e$, the minimizers of $S$ on $[0,1]$ are exactly $0$ and $1$. For $0<q<1$, apply the chord bound to $q$ and to $1-q$ and add:
$$S(q)>(1-q)e(0)+q\,e(1)+q\,e(0)+(1-q)e(1)=e(0)+e(1).$$
At both endpoints $S=e(0)+e(1)$, which proves the claim. In Lean, `ha` and `hb` are the two chord bounds and `linarith` adds them. The statement `key` lists the three cases $q=0$, $q=1$ and strictly higher energy.

```lean
/-- Two fragments with a strictly convex energy: the only minimizer is `q = 1/2`, the
hole shared equally. -/
theorem pair_minimizers_of_strictConvex {e : ℝ → ℝ}
    (he : StrictConvexOn ℝ (Set.Icc 0 1) e) :
    {q ∈ Set.Icc (0 : ℝ) 1 | IsMinOn (pairEnergy e) (Set.Icc 0 1) q} = {1 / 2} := by
  have hhalf : (1 / 2 : ℝ) ∈ Set.Icc (0 : ℝ) 1 := by constructor <;> norm_num
  have hval : pairEnergy e (1 / 2) = 2 * e (1 / 2) := by
    unfold pairEnergy
    rw [show (1 : ℝ) - 1 / 2 = 1 / 2 by norm_num]
    ring
  have key : ∀ q ∈ Set.Icc (0 : ℝ) 1, q ≠ 1 / 2 →
      pairEnergy e (1 / 2) < pairEnergy e q := by
    intro q hq hne
    have hq' : 1 - q ∈ Set.Icc (0 : ℝ) 1 := ⟨by linarith [hq.2], by linarith [hq.1]⟩
    -- one half is the midpoint of `q` and `1 - q`
    have h := he.2 hq hq' (fun h => hne (by linarith))
      (by norm_num : (0 : ℝ) < 1 / 2) (by norm_num : (0 : ℝ) < 1 / 2) (by norm_num)
    simp only [smul_eq_mul] at h
    rw [show 1 / 2 * q + 1 / 2 * (1 - q) = 1 / 2 by ring] at h
    rw [hval]
    unfold pairEnergy
    linarith
  ext q
  constructor
  · rintro ⟨hq, hmin⟩
    by_contra hne
    exact absurd (key q hq hne) (not_lt_of_ge (isMinOn_iff.mp hmin _ hhalf))
  · rintro rfl
    refine ⟨hhalf, isMinOn_iff.mpr fun p hp => ?_⟩
    by_cases h : p = 1 / 2
    · rw [h]
    · exact (key p hp h).le
```

For strictly convex $e$, the only minimizer is $q=1/2$. If $q\ne 1/2$, then $q$ and $1-q$ are distinct points with midpoint $1/2$, so
$$e(\tfrac12)<\tfrac12e(q)+\tfrac12e(1-q).$$
Doubling this gives $S(1/2)=2e(1/2)<S(q)$. The proof obtains the midpoint inequality from `he.2` with both weights equal to $1/2$, and `hval` records the value of $S(1/2)$.

## A quadratic energy for both regimes

```lean
/-- The quadratic fragment energy is strictly convex for positive curvature and strictly
concave for negative curvature, and its pair energy is `a + b - κ q (1 - q)`. -/
theorem quadraticEnergy_witness (a b κ : ℝ) :
    (0 < κ → StrictConvexOn ℝ (Set.Icc 0 1) (quadraticEnergy a b κ)) ∧
    (κ < 0 → StrictConcaveOn ℝ (Set.Icc 0 1) (quadraticEnergy a b κ)) ∧
    ∀ q, pairEnergy (quadraticEnergy a b κ) q = a + b - κ * (q * (1 - q)) := by
  have hsq : ∀ x y : ℝ, x ≠ y → 0 < (x - y) ^ 2 := fun x y h =>
    lt_of_le_of_ne (sq_nonneg _) (Ne.symm (pow_ne_zero 2 (sub_ne_zero.mpr h)))
  refine ⟨fun hκ => ⟨convex_Icc 0 1, ?_⟩, fun hκ => ⟨convex_Icc 0 1, ?_⟩, fun q => ?_⟩
  · intro x _ y _ hxy s t hs ht hst
    have hpos := mul_pos hκ (mul_pos (mul_pos hs ht) (hsq x y hxy))
    obtain rfl : t = 1 - s := by linarith
    simp only [quadraticEnergy, smul_eq_mul]
    nlinarith [hpos]
  · intro x _ y _ hxy s t hs ht hst
    have hpos := mul_pos (neg_pos.mpr hκ) (mul_pos (mul_pos hs ht) (hsq x y hxy))
    obtain rfl : t = 1 - s := by linarith
    simp only [quadraticEnergy, smul_eq_mul]
    nlinarith [hpos]
  · unfold pairEnergy quadraticEnergy
    ring

end

end HoleLocalization
```

The theorem has three parts: $\varepsilon$ is strictly convex on $[0,1]$ for $\kappa>0$, strictly concave for $\kappa<0$, and its pair energy is
$$S(q)=a+b-\kappa\,q(1-q).$$
For the first two parts, take $x\ne y$ and positive weights $s+t=1$. The linear terms cancel, and
$$s\,\varepsilon(x)+t\,\varepsilon(y)-\varepsilon(sx+ty)=\tfrac{\kappa}{2}\,st\,(x-y)^2,$$
which has the sign of $\kappa$. In Lean, `hpos` contains the positivity of this product, with $-\kappa$ in place of $\kappa$ in the concave case, and `nlinarith` completes the algebra.

For the pair energy, the linear terms of the two fragments add to $a+b$ and their quadratic terms are equal; `ring` verifies the identity. Equal sharing therefore changes the energy by $-\kappa/4$ relative to a localized hole: it lowers the energy for positive curvature and raises it for negative curvature.

```lean
#print axioms HoleLocalization.minimizers_of_strictConcave
-- 'HoleLocalization.minimizers_of_strictConcave' depends on axioms: [propext, Classical.choice, Quot.sound]
#print axioms HoleLocalization.minimizers_of_strictConvex
-- 'HoleLocalization.minimizers_of_strictConvex' depends on axioms: [propext, Classical.choice, Quot.sound]
#print axioms HoleLocalization.pair_minimizers_of_strictConcave
-- 'HoleLocalization.pair_minimizers_of_strictConcave' depends on axioms: [propext, Classical.choice, Quot.sound]
#print axioms HoleLocalization.pair_minimizers_of_strictConvex
-- 'HoleLocalization.pair_minimizers_of_strictConvex' depends on axioms: [propext, Classical.choice, Quot.sound]
```
